# For κ > 0, the screened alternating series Σ (−1)^(n+1) e^(−κn)/n equals ln(1 + e^(−κ))

Q: Take κ = ln 2, so that each further lattice spacing halves the screening factor e^(−κn). The series starts

1/2 − 1/8 + 1/24 − 1/64 + …

Why should a logarithm come out of this?

A: Because with x = e^(−κ) = 1/2 the terms are x, −x²/2, x³/3, −x⁴/4. Screening supplies the powers and the Coulomb 1/n supplies the denominators. For 0 ≤ t ≤ x < 1 the geometric series

1/(1 + t) = 1 − t + t² − t³ + …

converges uniformly, so it can be integrated term by term from 0 to x:

ln(1 + x) = x − x²/2 + x³/3 − …

Here that is ln(3/2) ≈ 0.40547. The four terms above add up to 77/192 ≈ 0.40104.

Q: And for general κ > 0?

A: Then 0 < x < 1, and the same integration gives S(κ) = ln(1 + e^(−κ)), where S(κ) is the sum over n ≥ 1. Without the signs, integrating 1/(1 − t) gives

Σ xⁿ/n = −ln(1 − x),

which is finite, so convergence is absolute. Since x < 1, S(κ) < ln 2. Since x falls as κ grows, so does S. As κ → 0+, x → 1 and S → ln 2.

Q: That is calculus. Where are the ions in the Lean file?

A: In the definitions. The file works over the real numbers.

```lean
import Mathlib

open Filter Topology Set

namespace ScreenedAlternatingChain

noncomputable section
```

The pair interaction is `yukawa`, in units where the charges, the lattice spacing and the Coulomb prefactor are 1. Thus κ is the spacing divided by the screening length. It stands for the response of a surrounding medium, such as mobile charges in linear Debye screening; the file postulates this form and does not derive it.

```lean
/-- The Yukawa (screened Coulomb) interaction of two unit charges of equal sign at
distance `r > 0`, with screening constant `κ`. -/
def yukawa (κ r : ℝ) : ℝ := Real.exp (-κ * r) / r
```

The alternating charges enter through a sign.

```lean
/-- The `n`-th term `(-1)^(n+1) exp(-κ n) / n` of the screened alternating series,
for `n ≥ 1`. -/
def shellTerm (κ : ℝ) (n : ℕ) : ℝ := (-1) ^ (n + 1) * yukawa κ n
```

Q: The nearest neighbour has opposite charge and attracts. Why is the first term positive?

A: `shellTerm` follows the sign of the series, so it is minus the interaction with one ion at distance n. The sum `screenedSum` runs over Lean's n = 0, 1, 2, … and uses `shellTerm κ (n + 1)`, so the distances start at 1.

```lean
/-- The screened alternating series, summed over all `n ≥ 1`, for `κ > 0`. -/
def screenedSum (κ : ℝ) : ℝ := ∑' n : ℕ, shellTerm κ (n + 1)
```

The physical sign is restored in `siteInteraction`, where j runs over all integers and the ion at the origin is excluded explicitly.

```lean
/-- The interaction of the ion at the origin with the ion at site `j` of a chain of
alternating unit charges with unit spacing; the ion does not interact with itself. -/
def siteInteraction (κ : ℝ) (j : ℤ) : ℝ :=
  if j = 0 then 0 else (-1) ^ j.natAbs * yukawa κ j.natAbs
```

Q: How does Lean get from exponentials to the logarithmic series?

A: By the substitution we made, but with −x as the variable. The first lemma uses e^(−κ(n+1)) = (e^(−κ))^(n+1) and absorbs the alternating sign into the power.

```lean
/-- Each term of the screened series is, up to sign, a term of the logarithmic series
in the variable `-exp(-κ)`. -/
theorem shellTerm_succ (κ : ℝ) (n : ℕ) :
    shellTerm κ (n + 1) = -((-Real.exp (-κ)) ^ (n + 1) / ((n : ℝ) + 1)) := by
  have h : Real.exp (-κ * ((n + 1 : ℕ) : ℝ)) = Real.exp (-κ) ^ (n + 1) := by
    rw [← Real.exp_nat_mul, mul_comm]
  rw [shellTerm, yukawa, h, neg_pow (Real.exp (-κ))]
  push_cast
  ring
```

Mathlib knows that Σ y^(n+1)/(n+1) = −ln(1 − y) for |y| < 1. Taking y = e^(−κ) gives the sum of absolute values; the hypothesis `0 < κ` is what ensures |y| < 1.

```lean
/-- For `κ > 0` the screened series converges absolutely, and the absolute values of its
terms add up to `-ln(1 - exp(-κ))`. -/
theorem hasSum_abs_shellTerm {κ : ℝ} (hκ : 0 < κ) :
    HasSum (fun n : ℕ => |shellTerm κ (n + 1)|) (-Real.log (1 - Real.exp (-κ))) := by
  have hx : |Real.exp (-κ)| < 1 := by
    rw [abs_of_pos (Real.exp_pos _)]
    exact Real.exp_lt_one_iff.2 (neg_lt_zero.2 hκ)
  have hterm : ∀ n : ℕ,
      |shellTerm κ (n + 1)| = Real.exp (-κ) ^ (n + 1) / ((n : ℝ) + 1) := by
    intro n
    have hn : (0 : ℝ) < (n : ℝ) + 1 := by positivity
    rw [shellTerm_succ, abs_neg, abs_div, abs_pow, abs_neg,
      abs_of_pos (Real.exp_pos _), abs_of_pos hn]
  simp only [hterm]
  exact Real.hasSum_pow_div_log_of_abs_lt_one hx
```

Taking y = −e^(−κ) and reversing the overall sign gives the series itself.

```lean
/-- For `κ > 0` the screened alternating series converges to `ln(1 + exp(-κ))`. -/
theorem hasSum_shellTerm {κ : ℝ} (hκ : 0 < κ) :
    HasSum (fun n : ℕ => shellTerm κ (n + 1)) (Real.log (1 + Real.exp (-κ))) := by
  have hx : |-Real.exp (-κ)| < 1 := by
    rw [abs_neg, abs_of_pos (Real.exp_pos _)]
    exact Real.exp_lt_one_iff.2 (neg_lt_zero.2 hκ)
  -- the logarithmic series at `-exp(-κ)`, with the overall sign reversed
  have h := (Real.hasSum_pow_div_log_of_abs_lt_one hx).neg
  rw [neg_neg, sub_neg_eq_add] at h
  simp only [shellTerm_succ]
  exact h
```

`HasSum` says that the series converges to the stated value, whatever the order of its terms. The closed form for `screenedSum` follows at once.

```lean
/-- Closed form of the screened sum for `κ > 0`. -/
theorem screenedSum_eq {κ : ℝ} (hκ : 0 < κ) :
    screenedSum κ = Real.log (1 + Real.exp (-κ)) :=
  (hasSum_shellTerm hκ).tsum_eq
```

Q: Then the bound and the monotonicity are comparisons of logarithms?

A: Yes. Both proofs insert the closed form, compare the exponentials, and use that the logarithm increases. `StrictAntiOn` on `Ioi 0` means strictly decreasing on κ > 0.

```lean
/-- For every `κ > 0` the screened sum lies below `ln 2`. -/
theorem screenedSum_lt_log_two {κ : ℝ} (hκ : 0 < κ) : screenedSum κ < Real.log 2 := by
  rw [screenedSum_eq hκ]
  have h : Real.exp (-κ) < 1 := Real.exp_lt_one_iff.2 (neg_lt_zero.2 hκ)
  exact Real.log_lt_log (by positivity) (by linarith)

/-- On `κ > 0` the screened sum strictly decreases as the screening constant grows. -/
theorem screenedSum_strictAntiOn : StrictAntiOn screenedSum (Ioi 0) := by
  intro a ha b hb hab
  rw [screenedSum_eq ha, screenedSum_eq hb]
  have h : Real.exp (-b) < Real.exp (-a) := Real.exp_lt_exp.2 (neg_lt_neg hab)
  exact Real.log_lt_log (by positivity) (by linarith)
```

Q: My main doubt is the unscreened limit. At κ = 0 the series converges only conditionally.

A: That is why the point κ = 0 is left out of the limit. Negative κ is left out too, because there the terms do not tend to zero and the series diverges. The limit is therefore taken through positive κ only, written `𝓝[>] 0`. At κ = 0 itself Lean's `∑'` returns 0, because the series is not absolutely summable, so `screenedSum 0` is not the physical value. The proof uses continuity of ln(1 + e^(−κ)) at 0, then replaces this function by `screenedSum` where the two agree.

```lean
/-- As the screening is switched off, `κ → 0+`, the screened sum tends to `ln 2`. -/
theorem screenedSum_tendsto : Tendsto screenedSum (𝓝[>] 0) (𝓝 (Real.log 2)) := by
  have hc : Continuous fun κ : ℝ => Real.log (1 + Real.exp (-κ)) :=
    Continuous.log (by fun_prop) (fun κ => by positivity)
  have e : Real.log (1 + Real.exp (-0)) = Real.log 2 := by
    rw [neg_zero, Real.exp_zero, one_add_one_eq_two]
  have h : Tendsto (fun κ : ℝ => Real.log (1 + Real.exp (-κ))) (𝓝 0)
      (𝓝 (Real.log 2)) := by
    rw [← e]
    exact hc.tendsto 0
  -- the closed form is available on the side `κ > 0` only
  refine (h.mono_left nhdsWithin_le_nhds).congr' ?_
  filter_upwards [self_mem_nhdsWithin] with κ hκ using (screenedSum_eq hκ).symm
```

So the theorem removes the screening after summing. That the bare series 1 − 1/2 + 1/3 − …, added in this order, also gives ln 2 is a classical fact which the file leaves aside.

Q: How sensitive is the sum to the screening?

A: Differentiate the closed form:

dS/dκ = −e^(−κ)/(1 + e^(−κ)) = −1/(e^κ + 1).

Lean applies the chain rule, and `linear_combination` finishes the algebra from e^κ e^(−κ) = 1. The closed form holds in a neighbourhood of each κ > 0, so the derivative carries over to `screenedSum`.

```lean
/-- For `κ > 0` the screened sum changes with the screening constant at the rate
`-1 / (exp κ + 1)`. -/
theorem screenedSum_hasDerivAt {κ : ℝ} (hκ : 0 < κ) :
    HasDerivAt screenedSum (-1 / (Real.exp κ + 1)) κ := by
  have h1 : 1 + Real.exp (-κ) ≠ 0 := by positivity
  have h2 : Real.exp κ + 1 ≠ 0 := by positivity
  have he : Real.exp κ * Real.exp (-κ) = 1 := by
    rw [← Real.exp_add, add_neg_cancel, Real.exp_zero]
  have hd : HasDerivAt (fun x : ℝ => Real.exp (-x)) (Real.exp (-κ) * -1) κ :=
    (hasDerivAt_neg κ).exp
  have hlog : HasDerivAt (fun x : ℝ => Real.log (1 + Real.exp (-x)))
      (-1 / (Real.exp κ + 1)) κ := by
    refine ((hd.const_add 1).log h1).congr_deriv ?_
    rw [div_eq_div_iff h1 h2]
    linear_combination -he
  refine hlog.congr_of_eventuallyEq ?_
  filter_upwards [Ioi_mem_nhds hκ] with x hx using screenedSum_eq hx
```

Q: A program would cut the sum off somewhere. What then?

A: After N terms, the remainder is at most

Σ_{n>N} xⁿ/n ≤ Σ_{n>N} xⁿ = x^(N+1)/(1 − x).

For κ = ln 2 and N = 4 this bound is 1/16 = 0.0625, while the actual error is about 0.0044. Lean takes the estimate from Mathlib's remainder bound for the logarithmic series and matches the signs.

```lean
/-- For `κ > 0`, cutting the series after `N` terms changes the sum by at most
`exp(-κ)^(N+1) / (1 - exp(-κ))`. -/
theorem truncation_error {κ : ℝ} (hκ : 0 < κ) (N : ℕ) :
    |screenedSum κ - ∑ n ∈ Finset.range N, shellTerm κ (n + 1)| ≤
      Real.exp (-κ) ^ (N + 1) / (1 - Real.exp (-κ)) := by
  have ha : |-Real.exp (-κ)| = Real.exp (-κ) := by
    rw [abs_neg, abs_of_pos (Real.exp_pos _)]
  have hx : |-Real.exp (-κ)| < 1 := by
    rw [ha]
    exact Real.exp_lt_one_iff.2 (neg_lt_zero.2 hκ)
  have h := Real.abs_log_sub_add_sum_range_le hx N
  rw [ha, sub_neg_eq_add] at h
  simp only [shellTerm_succ]
  rw [screenedSum_eq hκ, Finset.sum_neg_distrib, sub_neg_eq_add, add_comm]
  exact h
```

In code, a direct loop over neighbours can stop once this bound is below the tolerance. For fixed N the bound grows without limit as κ → 0+, but the actual error does not. The terms alternate in sign and decrease in size, so the error is at most the first omitted term, x^(N+1)/(N+1), which is below 1/(N+1) for every κ > 0. At weak screening the stopping rule based on the proved bound is therefore safe but wasteful; the sharper estimate is not proved in the file. The closed form is a single call, `log1p(exp(-kappa))`, which stays accurate when e^(−κ) is tiny.

Q: And the whole chain, both sides?

A: Site j contributes (−1)^|j| e^(−κ|j|)/|j|. Each side therefore gives −S(κ), and the total is −2 ln(1 + e^(−κ)), about −0.81093 at κ = ln 2. Lean shows that the right and left neighbours at distance n + 1 both contribute `-shellTerm κ (n + 1)`, then joins the two halves and the zero at the origin into one sum over ℤ.

```lean
/-- For `κ > 0` the interaction of one ion with all other ions of the infinite screened
chain, on both sides, is `-2 ln(1 + exp(-κ))`. -/
theorem hasSum_siteInteraction {κ : ℝ} (hκ : 0 < κ) :
    HasSum (siteInteraction κ) (-2 * Real.log (1 + Real.exp (-κ))) := by
  have hr : ∀ n : ℕ, siteInteraction κ ((n : ℤ) + 1) = -shellTerm κ (n + 1) := by
    intro n
    have h0 : (n : ℤ) + 1 ≠ 0 := by omega
    have hn : ((n : ℤ) + 1).natAbs = n + 1 := by omega
    rw [siteInteraction, if_neg h0, hn, shellTerm]
    ring
  have hl : ∀ n : ℕ, siteInteraction κ (-((n : ℤ) + 1)) = -shellTerm κ (n + 1) := by
    intro n
    have h0 : -((n : ℤ) + 1) ≠ 0 := by omega
    have hn : (-((n : ℤ) + 1)).natAbs = n + 1 := by omega
    rw [siteInteraction, if_neg h0, hn, shellTerm]
    ring
  have hs := (hasSum_shellTerm hκ).neg
  -- right neighbours, the ion itself, left neighbours
  have h := HasSum.of_add_one_of_neg_add_one (f := siteInteraction κ)
    (by simpa only [hr] using hs) (by simpa only [hl] using hs)
  have h0 : siteInteraction κ 0 = 0 := if_pos rfl
  rw [h0] at h
  convert h using 1
  ring

end

end ScreenedAlternatingChain
```

```lean
#print axioms ScreenedAlternatingChain.screenedSum_lt_log_two
#print axioms ScreenedAlternatingChain.screenedSum_hasDerivAt
#print axioms ScreenedAlternatingChain.truncation_error
#print axioms ScreenedAlternatingChain.hasSum_siteInteraction
```

```
'ScreenedAlternatingChain.screenedSum_lt_log_two' depends on axioms: [propext, Classical.choice, Quot.sound]
'ScreenedAlternatingChain.screenedSum_hasDerivAt' depends on axioms: [propext, Classical.choice, Quot.sound]
'ScreenedAlternatingChain.truncation_error' depends on axioms: [propext, Classical.choice, Quot.sound]
'ScreenedAlternatingChain.hasSum_siteInteraction' depends on axioms: [propext, Classical.choice, Quot.sound]
```

Q: Is that the energy per ion?

A: It is the interaction of one ion with all the others. The pair energy per ion is half of it, since every pair is shared by two ions. The energy of each ion with its own screening cloud in the medium is not included.

Q: So what may I use it for?

A: As a reference value for a screened pair-sum routine in a simulation code, for a rigid, infinite, one-dimensional chain of point charges. Ionic motion, short-range repulsion and three-dimensional lattices are not part of the model.
